# For a symmetric positive definite system, each step between Krylov minimizers after the first step is a combination of the last residual and the last step

Let A be symmetric positive definite on a real inner product space, let A xs = b, and let xₖ minimize the energy-norm error over x₀ + Kₖ, where Kₖ is the span of r₀, A r₀, …, Aᵏ⁻¹ r₀ and r₀ = b − A x₀. Then for every k ≥ 0

xₖ₊₂ − xₖ₊₁ ∈ span{b − A xₖ₊₁, xₖ₊₁ − xₖ}.

Minimizing over this plane through xₖ₊₁ gives exactly xₖ₊₂, so in exact arithmetic keeping one previous iterate loses nothing compared with keeping the whole Krylov space.

## Where such systems occur

In atomic units the Hartree potential V of an electron density ρ satisfies −∇²V = 4πρ. In a box with V fixed on the boundary, the standard second-order finite-difference form of this equation on a uniform grid is a system of this kind, and the result applies to it in exact arithmetic and without a preconditioner. Davidson-type eigensolvers face a similar question when they restart: which old vectors should be kept? The theorem does not cover them: it concerns symmetric positive definite linear systems, where the energy is quadratic.

## The energy and its minimizers

Write q(v) = ⟨v, A v⟩. The error of x is xs − x, and its residual is A(xs − x) = b − A x. By symmetry,

q(e − v) = q(e) − 2⟨v, A e⟩ + q(v).

Let x minimize q(xs − x) over x₀ + K, put e = xs − x, and take a nonzero v in K. Moving to x + t v with t = ⟨v, A e⟩/q(v) changes the energy by −⟨v, A e⟩²/q(v). This cannot be negative, so ⟨v, A e⟩ = 0. Conversely, if the residual is orthogonal to K, then q(e − v) = q(e) + q(v) ≥ q(e). Minimization is therefore the Galerkin condition: the residual is orthogonal to K.

If x and y are both minimizers, x − y lies in K and A(x − y) is a difference of two residuals orthogonal to K. Hence q(x − y) = 0 and x = y. A minimizer exists on each Kₖ because the form ⟨w, A v⟩ is nondegenerate on this finite-dimensional space, so the Galerkin equations can be solved.

## How the Krylov spaces grow

Both Kⱼ and A Kⱼ lie in Kⱼ₊₁. Since b − A xⱼ = r₀ − A(xⱼ − x₀), the residual of xⱼ lies in Kⱼ₊₁, and so does the step xⱼ₊₁ − xⱼ.

Suppose g lies in Kⱼ₊₁ but not in Kⱼ. Then g = a Aʲ r₀ + u with a ≠ 0 and u in Kⱼ. Any other vector of Kⱼ₊₁ is a′ Aʲ r₀ + u′ with u′ in Kⱼ, and subtracting (a′/a) g from it leaves a vector of Kⱼ.

Finally, A(xⱼ₊₁ − xⱼ) is the residual of xⱼ minus that of xⱼ₊₁. Both are orthogonal to Kⱼ, so the step is A-orthogonal to Kⱼ.

## Reducing the new step to two directions

Set

s = b − A xₖ₊₁, d = xₖ₊₁ − xₖ, w = xₖ₊₂ − xₖ₊₁.

If s lies in Kₖ₊₁, it is orthogonal to itself, so s = 0. Then A w = −(b − A xₖ₊₂), which is orthogonal to Kₖ₊₂ and hence to w. So q(w) = 0 and w = 0, which lies in the span.

Otherwise s is a new direction in Kₖ₊₂, and w − c s lies in Kₖ₊₁ for some c. The previous step d lies in Kₖ₊₁ but not in Kₖ: if it were in Kₖ, A-orthogonality would give q(d) = 0, hence xₖ₊₁ = xₖ, and s would be the residual of xₖ, which lies in Kₖ₊₁. So for some c′ the vector

z = w − c s − c′ d

lies in Kₖ. For every v in Kₖ we have ⟨v, A w⟩ = 0 and ⟨v, A d⟩ = 0 by A-orthogonality of the steps, and ⟨v, A s⟩ = ⟨A v, s⟩ = 0 because A v lies in Kₖ₊₁. Thus q(z) = 0, z = 0, and w = c s + c′ d.

The plane xₖ₊₁ + span{s, d} is contained in x₀ + Kₖ₊₂ and contains xₖ₊₂. The minimizer over the larger set is therefore the unique minimizer over the plane.

## The two-by-two solve in a program

Since s is orthogonal to d, the coefficients satisfy

c⟨s, A s⟩ + c′⟨s, A d⟩ = ⟨s, s⟩
c⟨d, A s⟩ + c′⟨d, A d⟩ = 0.

While s ≠ 0, d is nonzero too and the system is nonsingular. A program stores A d from the previous step, computes A s, solves for c and c′, and updates

x ← x + w, s ← s − A w, with A w = c A s + c′ A d.

This costs one product with A per step. The first step has no d and is a line search along r₀. In exact arithmetic these are the conjugate gradient iterates; rounding gradually spoils the orthogonality.

## The statement in Lean

`E` is a real inner product space of any dimension, and `A` is a linear map defined on all of it. `A.IsSymmetric` and `hpos` express symmetry and positive definiteness; the latter says that every nonzero displacement away from the solution costs energy. The solution `xs` is assumed to exist through `hb`, which is automatic in finite dimension.

`krylov A r k` uses the powers i < k, so `krylov A r 0` is the zero space. `IsEnergyMin A xs x0 K x` says that `x` lies in `x0 + K` and has the least energy error there. The sequence `x` is constrained only by `hx`, which makes every `x k` such a minimizer; no recurrence is assumed. Complex Hermitian operators, preconditioning and rounding are not covered.

```lean
import Mathlib

open scoped InnerProductSpace

namespace KrylovThreeTerm

variable {E : Type*} [NormedAddCommGroup E] [InnerProductSpace ℝ E]

/-- The squared energy norm `⟨v, A v⟩` of a vector. -/
def energy (A : E →ₗ[ℝ] E) (v : E) : ℝ := ⟪v, A v⟫_ℝ

/-- The `k`-th Krylov space, spanned by `r, A r, ..., A^(k-1) r`. -/
def krylov (A : E →ₗ[ℝ] E) (r : E) (k : ℕ) : Submodule ℝ E :=
  Submodule.span ℝ ((fun i : ℕ => (A ^ i) r) '' Set.Iio k)

/-- `x` minimizes the energy norm of the error `xs - x` over the affine space `x0 + K`. -/
def IsEnergyMin (A : E →ₗ[ℝ] E) (xs x0 : E) (K : Submodule ℝ E) (x : E) : Prop :=
  x - x0 ∈ K ∧ ∀ y, y - x0 ∈ K → energy A (xs - x) ≤ energy A (xs - y)

/-- Change of the energy when a vector `v` is subtracted from the error `e`. -/
theorem energy_sub {A : E →ₗ[ℝ] E} (hA : A.IsSymmetric) (e v : E) :
    energy A (e - v) = energy A e - 2 * ⟪v, A e⟫_ℝ + energy A v := by
  have h : ⟪e, A v⟫_ℝ = ⟪v, A e⟫_ℝ := (hA e v).symm.trans (real_inner_comm _ _)
  simp only [energy, map_sub, inner_sub_left, inner_sub_right]
  linarith

/-- Galerkin condition: a point of `x0 + K` minimizes the energy error exactly when its
residual `A (xs - x)` is orthogonal to `K`. -/
theorem isEnergyMin_iff {A : E →ₗ[ℝ] E} (hA : A.IsSymmetric)
    (hpos : ∀ v, v ≠ 0 → 0 < energy A v) (xs x0 : E) (K : Submodule ℝ E) (x : E) :
    IsEnergyMin A xs x0 K x ↔ x - x0 ∈ K ∧ ∀ v ∈ K, ⟪v, A (xs - x)⟫_ℝ = 0 := by
  constructor
  · rintro ⟨hx, hmin⟩
    refine ⟨hx, fun v hv => ?_⟩
    by_cases hv0 : v = 0
    · rw [hv0, inner_zero_left]
    have hq := hpos v hv0
    by_contra hc
    -- exact line search along `v` would lower the energy
    have h := hmin (x + (⟪v, A (xs - x)⟫_ℝ / energy A v) • v) (by
      rw [add_sub_right_comm]
      exact K.add_mem hx (K.smul_mem _ hv))
    rw [← sub_sub, energy_sub hA (xs - x), real_inner_smul_left] at h
    have hs : ∀ t : ℝ, energy A (t • v) = t ^ 2 * energy A v := by
      intro t
      simp only [energy, map_smul, real_inner_smul_left, real_inner_smul_right]
      ring
    rw [hs] at h
    generalize ⟪v, A (xs - x)⟫_ℝ = c at h hc
    generalize energy A v = q at h hq
    have h1 : (c / q) ^ 2 * q = c / q * c := by
      field_simp
    have h2 : 0 < c / q * c := by
      have h3 : c / q * c = c ^ 2 / q := by ring
      rw [h3]
      have hc' : c ≠ 0 := hc
      positivity
    linarith
  · rintro ⟨hx, horth⟩
    refine ⟨hx, fun y hy => ?_⟩
    have hv : y - x ∈ K := by
      have h := K.sub_mem hy hx
      rwa [sub_sub_sub_cancel_right] at h
    have hnn : 0 ≤ energy A (y - x) := by
      by_cases h0 : y - x = 0
      · rw [h0, energy, inner_zero_left]
      · exact (hpos _ h0).le
    rw [show xs - y = (xs - x) - (y - x) by abel, energy_sub hA (xs - x) (y - x), horth _ hv]
    linarith

/-- Two minimizers of the energy error over the same affine space coincide. -/
theorem isEnergyMin_unique {A : E →ₗ[ℝ] E} (hA : A.IsSymmetric)
    (hpos : ∀ v, v ≠ 0 → 0 < energy A v) {xs x0 x y : E} {K : Submodule ℝ E}
    (hx : IsEnergyMin A xs x0 K x) (hy : IsEnergyMin A xs x0 K y) : x = y := by
  have gx := (isEnergyMin_iff hA hpos _ _ _ _).1 hx
  have gy := (isEnergyMin_iff hA hpos _ _ _ _).1 hy
  have hv : x - y ∈ K := by
    have h := K.sub_mem gx.1 gy.1
    rwa [sub_sub_sub_cancel_right] at h
  have h0 : ⟪x - y, A (x - y)⟫_ℝ = 0 := by
    have h : A (x - y) = A (xs - y) - A (xs - x) := by
      simp only [map_sub]
      abel
    rw [h, inner_sub_right, gy.2 _ hv, gx.2 _ hv, sub_self]
  by_contra hne
  exact (hpos _ (sub_ne_zero.2 hne)).ne' h0

/-- On every Krylov space the minimizer of the energy error exists and is unique. -/
theorem existsUnique_krylov_min {A : E →ₗ[ℝ] E} (hA : A.IsSymmetric)
    (hpos : ∀ v, v ≠ 0 → 0 < energy A v) (xs x0 r : E) (k : ℕ) :
    ∃! x, IsEnergyMin A xs x0 (krylov A r k) x := by
  have : FiniteDimensional ℝ (krylov A r k) :=
    FiniteDimensional.span_of_finite ℝ ((Set.finite_Iio k).image _)
  -- the energy form on the Krylov space, as a map into its dual
  let B : krylov A r k →ₗ[ℝ] krylov A r k →ₗ[ℝ] ℝ :=
    LinearMap.mk₂ ℝ (fun v w => ⟪(w : E), A v⟫_ℝ)
      (by intros; simp [inner_add_right]) (by intros; simp [real_inner_smul_right])
      (by intros; simp [inner_add_left]) (by intros; simp [real_inner_smul_left])
  have hinj : Function.Injective B := (injective_iff_map_eq_zero B).2 fun v hv => by
    have h : ⟪(v : E), A v⟫_ℝ = 0 := LinearMap.congr_fun hv v
    by_contra hne
    exact (hpos v (by simpa using hne)).ne' h
  have hsurj : Function.Surjective B :=
    (LinearMap.injective_iff_surjective_of_finrank_eq_finrank
      Subspace.dual_finrank_eq.symm).1 hinj
  let f : krylov A r k →ₗ[ℝ] ℝ :=
    { toFun := fun w => ⟪(w : E), A (xs - x0)⟫_ℝ
      map_add' := fun _ _ => inner_add_left _ _ _
      map_smul' := fun _ _ => real_inner_smul_left _ _ _ }
  obtain ⟨v, hv⟩ := hsurj f
  have hmin : IsEnergyMin A xs x0 (krylov A r k) (x0 + v) := by
    refine (isEnergyMin_iff hA hpos _ _ _ _).2 ⟨by simp, fun w hw => ?_⟩
    have h : ⟪w, A v⟫_ℝ = ⟪w, A (xs - x0)⟫_ℝ := LinearMap.congr_fun hv ⟨w, hw⟩
    rw [← sub_sub, map_sub A (xs - x0), inner_sub_right, h, sub_self]
  exact ⟨x0 + v, hmin, fun y hy => isEnergyMin_unique hA hpos hy hmin⟩

/-- The next Krylov space contains the current one and its image under `A`. -/
theorem krylov_step {A : E →ₗ[ℝ] E} {r v : E} {k : ℕ} (hv : v ∈ krylov A r k) :
    v ∈ krylov A r (k + 1) ∧ A v ∈ krylov A r (k + 1) := by
  constructor
  · exact Submodule.span_mono (Set.image_mono (Set.Iio_subset_Iio k.le_succ)) hv
  · have h : krylov A r k ≤ (krylov A r (k + 1)).comap A := by
      refine Submodule.span_le.2 ?_
      rintro _ ⟨i, hi, rfl⟩
      show A _ ∈ Submodule.span ℝ _
      exact Submodule.subset_span ⟨i + 1, Set.mem_Iio.2 (Nat.succ_lt_succ (Set.mem_Iio.1 hi)),
        by simp only [pow_succ', Module.End.mul_apply]⟩
    exact h hv

/-- A Krylov space grows by at most one direction: modulo the old space, every vector of the
new one is a multiple of any given new vector `d`. -/
theorem krylov_one_direction {A : E →ₗ[ℝ] E} {r d w : E} {k : ℕ}
    (hd : d ∈ krylov A r (k + 1)) (hd' : d ∉ krylov A r k) (hw : w ∈ krylov A r (k + 1)) :
    ∃ c : ℝ, w - c • d ∈ krylov A r k := by
  have key : ∀ v ∈ krylov A r (k + 1), ∃ a : ℝ, ∃ u ∈ krylov A r k, v = a • (A ^ k) r + u := by
    intro v hv
    have h : Set.Iio (k + 1) = insert k (Set.Iio k) := by
      ext i
      simp only [Set.mem_Iio, Set.mem_insert_iff]
      omega
    rw [krylov, h, Set.image_insert_eq] at hv
    exact Submodule.mem_span_insert.1 hv
  obtain ⟨a, u, hu, rfl⟩ := key d hd
  obtain ⟨a', u', hu', rfl⟩ := key w hw
  have ha : a ≠ 0 := by
    rintro rfl
    exact hd' (by simpa using hu)
  refine ⟨a' / a, ?_⟩
  have h : a' • (A ^ k) r + u' - (a' / a) • (a • (A ^ k) r + u) = u' - (a' / a) • u := by
    rw [smul_add, smul_smul, div_mul_cancel₀ _ ha]
    abel
  rw [h]
  exact Submodule.sub_mem _ hu' (Submodule.smul_mem _ _ hu)

/-- The residual of a point of `x0 + K_k` lies in the next Krylov space `K_(k+1)` of the
initial residual. -/
theorem residual_mem {A : E →ₗ[ℝ] E} {b x0 x : E} {k : ℕ}
    (hx : x - x0 ∈ krylov A (b - A x0) k) : b - A x ∈ krylov A (b - A x0) (k + 1) := by
  have h0 : b - A x0 ∈ krylov A (b - A x0) (k + 1) :=
    Submodule.subset_span ⟨0, Set.mem_Iio.2 k.succ_pos, by simp only [pow_zero, Module.End.one_apply]⟩
  have h : b - A x = (b - A x0) - A (x - x0) := by
    rw [map_sub]
    abel
  rw [h]
  exact Submodule.sub_mem _ h0 (krylov_step hx).2

/-- Three-term property: each step between successive Krylov minimizers, from the second step
on, is a combination of the current residual and the previous step. -/
theorem step_mem_span {A : E →ₗ[ℝ] E} (hA : A.IsSymmetric)
    (hpos : ∀ v, v ≠ 0 → 0 < energy A v) {b xs : E} (hb : A xs = b) (x : ℕ → E)
    (hx : ∀ k, IsEnergyMin A xs (x 0) (krylov A (b - A (x 0)) k) (x k)) (k : ℕ) :
    x (k + 2) - x (k + 1) ∈
      Submodule.span ℝ {b - A (x (k + 1)), x (k + 1) - x k} := by
  subst hb
  have G := fun j => (isEnergyMin_iff hA hpos _ _ _ _).1 (hx j)
  have hdiff : ∀ j, x (j + 1) - x j ∈ krylov A (A xs - A (x 0)) (j + 1) := by
    intro j
    have h := Submodule.sub_mem _ (G (j + 1)).1 (krylov_step (G j).1).1
    rwa [sub_sub_sub_cancel_right] at h
  -- each step is `A`-orthogonal to the Krylov space already searched
  have hstep : ∀ j, ∀ v ∈ krylov A (A xs - A (x 0)) j, ⟪v, A (x (j + 1) - x j)⟫_ℝ = 0 := by
    intro j v hv
    have h : A (x (j + 1) - x j) = A (xs - x j) - A (xs - x (j + 1)) := by
      simp only [map_sub]
      abel
    rw [h, inner_sub_right, (G j).2 v hv, (G (j + 1)).2 v (krylov_step hv).1, sub_self]
  have he : x (k + 2) - x (k + 1) ∈ krylov A (A xs - A (x 0)) (k + 2) := hdiff (k + 1)
  by_cases hr : A xs - A (x (k + 1)) ∈ krylov A (A xs - A (x 0)) (k + 1)
  · -- the residual vanishes, and the iteration has stopped
    have hr0 : A xs - A (x (k + 1)) = 0 := by
      have h := (G (k + 1)).2 _ hr
      rw [map_sub] at h
      exact inner_self_eq_zero.1 h
    have hAe : A (x (k + 2) - x (k + 1)) = -A (xs - x (k + 2)) := by
      simp only [map_sub]
      rw [sub_eq_zero.1 hr0]
      abel
    have h0 : energy A (x (k + 2) - x (k + 1)) = 0 := by
      rw [energy, hAe, inner_neg_right, (G (k + 2)).2 _ he, neg_zero]
    have hz : x (k + 2) - x (k + 1) = 0 := by
      by_contra hne
      exact (hpos _ hne).ne' h0
    rw [hz]
    exact Submodule.zero_mem _
  · have hd : x (k + 1) - x k ∉ krylov A (A xs - A (x 0)) k := by
      intro hmem
      have hz : x (k + 1) - x k = 0 := by
        by_contra hne
        exact (hpos _ hne).ne' (hstep k _ hmem)
      apply hr
      rw [sub_eq_zero.1 hz]
      exact residual_mem (G k).1
    -- remove the residual direction, then the previous step
    obtain ⟨c, hc⟩ := krylov_one_direction (residual_mem (G (k + 1)).1) hr he
    obtain ⟨c', hc'⟩ := krylov_one_direction (hdiff k) hd hc
    have horth : ∀ v ∈ krylov A (A xs - A (x 0)) k, ⟪v, A (x (k + 2) - x (k + 1)
        - c • (A xs - A (x (k + 1))) - c' • (x (k + 1) - x k))⟫_ℝ = 0 := by
      intro v hv
      have h1 : ⟪v, A (x (k + 2) - x (k + 1))⟫_ℝ = 0 := hstep (k + 1) v (krylov_step hv).1
      have h2 : ⟪v, A (A xs - A (x (k + 1)))⟫_ℝ = 0 := by
        rw [← hA v, ← map_sub]
        exact (G (k + 1)).2 _ (krylov_step hv).2
      have h3 := hstep k v hv
      generalize x (k + 2) - x (k + 1) = e at h1 ⊢
      generalize A xs - A (x (k + 1)) = s at h2 ⊢
      generalize x (k + 1) - x k = d at h3 ⊢
      simp only [map_sub, map_smul, inner_sub_right, real_inner_smul_right, h1, h2, h3,
        mul_zero, sub_zero]
    have hz := horth _ hc'
    have hzero : x (k + 2) - x (k + 1) - c • (A xs - A (x (k + 1)))
        - c' • (x (k + 1) - x k) = 0 := by
      by_contra hne
      exact (hpos _ hne).ne' hz
    refine Submodule.mem_span_pair.2 ⟨c, c', ?_⟩
    rw [sub_sub] at hzero
    exact (sub_eq_zero.1 hzero).symm

/-- Minimizing the energy error over the plane through the current iterate spanned by the
residual and the previous step gives exactly the next Krylov minimizer. -/
theorem locally_optimal_iff {A : E →ₗ[ℝ] E} (hA : A.IsSymmetric)
    (hpos : ∀ v, v ≠ 0 → 0 < energy A v) {b xs : E} (hb : A xs = b) (x : ℕ → E)
    (hx : ∀ k, IsEnergyMin A xs (x 0) (krylov A (b - A (x 0)) k) (x k)) (k : ℕ) (y : E) :
    IsEnergyMin A xs (x (k + 1))
      (Submodule.span ℝ {b - A (x (k + 1)), x (k + 1) - x k}) y ↔ y = x (k + 2) := by
  have h1 := (hx (k + 1)).1
  -- the plane is contained in the next Krylov space
  have hle : Submodule.span ℝ {b - A (x (k + 1)), x (k + 1) - x k} ≤
      krylov A (b - A (x 0)) (k + 2) := by
    refine Submodule.span_le.2 ?_
    rintro v (rfl | rfl)
    · exact residual_mem h1
    · have h := Submodule.sub_mem _ h1 (krylov_step (hx k).1).1
      rw [sub_sub_sub_cancel_right] at h
      exact (krylov_step h).1
  have hmin : IsEnergyMin A xs (x (k + 1))
      (Submodule.span ℝ {b - A (x (k + 1)), x (k + 1) - x k}) (x (k + 2)) := by
    refine ⟨step_mem_span hA hpos hb x hx k, fun z hz => (hx (k + 2)).2 z ?_⟩
    have h := Submodule.add_mem _ (hle hz) (krylov_step h1).1
    rwa [sub_add_sub_cancel] at h
  constructor
  · intro hy
    exact isEnergyMin_unique hA hpos hy hmin
  · rintro rfl
    exact hmin

end KrylovThreeTerm
```

```lean
#print axioms KrylovThreeTerm.existsUnique_krylov_min
-- 'KrylovThreeTerm.existsUnique_krylov_min' depends on axioms: [propext, Classical.choice, Quot.sound]
#print axioms KrylovThreeTerm.step_mem_span
-- 'KrylovThreeTerm.step_mem_span' depends on axioms: [propext, Classical.choice, Quot.sound]
#print axioms KrylovThreeTerm.locally_optimal_iff
-- 'KrylovThreeTerm.locally_optimal_iff' depends on axioms: [propext, Classical.choice, Quot.sound]
```

## How the proof follows the derivation

`energy_sub` is the expansion of q(e − v), and `isEnergyMin_iff` is the Galerkin condition, with the line search written out as a contradiction. `isEnergyMin_unique` gives uniqueness. For existence, `existsUnique_krylov_min` regards the energy form as a map `B` from the Krylov space to its dual: positivity makes `B` injective, and equal finite dimensions make it surjective.

`krylov_step`, `krylov_one_direction` and `residual_mem` are the facts about growing Krylov spaces.

In `step_mem_span`, `G` holds the Galerkin conditions for all iterates and `hstep` the A-orthogonality of the steps. The `by_cases hr` split asks whether s already lies in Kₖ₊₁. In the second branch, two calls to `krylov_one_direction` produce `c` and `c'`, `horth` shows that z is A-orthogonal to Kₖ, and `hzero` concludes that z = 0.

`locally_optimal_iff` proves in `hle` that the plane's directions lie in Kₖ₊₂, shows that `x (k + 2)` minimizes over the plane, and obtains the equivalence from uniqueness.
